# Transverse Grüneisen parameter of a bond under tension: \( \gamma_T = \tfrac12\,(1 - r\varphi''/\varphi') \)

For a bond of length \(r\) and energy \(\varphi\), held under tension \(\varphi'(r)>0\), the frequency \(\omega\) of small sideways vibrations has the Grüneisen parameter with respect to length \(\gamma_T=-d\ln\omega/d\ln r=\tfrac12\,(1-r\varphi''(r)/\varphi'(r))\), which is negative exactly when \(r\varphi''(r)>\varphi'(r)\). I get this by treating \(\varphi'(r)/r\) as the sideways stiffness. Can the argument be made rigorous and machine-checked, with that stiffness derived from the energy?

## From sideways displacement to the Grüneisen parameter

Yes, for \(\varphi\) twice continuously differentiable at positive lengths. Fix one end of the bond and move the other sideways by \(y\). The length becomes \(L(y)=\sqrt{r^2+y^2}\), with \(L'(y)=y/L\), so

\[
\frac{d}{dy}\varphi(L)=\varphi'(L)\frac{y}{L},\qquad
\frac{d^2}{dy^2}\varphi(L)=\varphi''(L)\frac{y^2}{L^2}+\varphi'(L)\,\frac{L-y^2/L}{L^2}.
\]

At \(y=0\), where \(L=r\), this leaves the stiffness \(K(r)=\varphi'(r)/r\).

For small displacements, a mass \(m\) vibrates at \(\omega=\sqrt{K/m}\), so \(\ln\omega=\tfrac12(\ln K-\ln m)\), and the constant mass drops out on differentiation:

\[
\gamma_T=-r\frac{d\ln\omega}{dr}=-\frac r2\frac{d}{dr}\ln\frac{\varphi'}{r}
=-\frac r2\left(\frac{\varphi''}{\varphi'}-\frac1r\right)
=\frac12\left(1-\frac{r\varphi''}{\varphi'}\right).
\]

Since \(\varphi'>0\), the sign criterion follows on multiplying by \(\varphi'\).

For a harmonic spring with force constant \(k>0\) and rest length \(r_0<r\), \(\varphi'=k(r-r_0)\) and \(\varphi''=k\), which gives

\[
\gamma_T=\frac12\left(1-\frac{r}{r-r_0}\right)=-\frac{r_0}{2(r-r_0)}.
\]

At \(r_0=0\) the stiffness is \(k\) at every length, and \(\gamma_T=0\).

Now take any \(\varphi\), twice continuously differentiable at positive lengths, with \(\varphi'(r_0)=0\) and \(\varphi''(r_0)>0\) at some \(r_0>0\). Just above \(r_0\) the tension is positive and tends to zero, while \(r\varphi''\) tends to \(r_0\varphi''(r_0)>0\). Hence \(\gamma_T\to-\infty\) as \(r\) decreases to \(r_0\).

```lean
import Mathlib

open Filter Topology Set

noncomputable section

namespace TransverseGruneisen

/-- Length of a bond of longitudinal extent `r` whose end is displaced sideways by `y`. -/
def bondLength (r y : ℝ) : ℝ := √(r ^ 2 + y ^ 2)

/-- Transverse stiffness of a bond with energy `φ`: the second derivative of the energy with
respect to a sideways displacement, taken at zero displacement. -/
def transverseStiffness (φ : ℝ → ℝ) (r : ℝ) : ℝ :=
  deriv (deriv (fun y => φ (bondLength r y))) 0

/-- Frequency of the transverse vibration of a mass `m` on a bond of length `r`. -/
def transverseFrequency (m : ℝ) (φ : ℝ → ℝ) (r : ℝ) : ℝ :=
  √(transverseStiffness φ r / m)

/-- Grüneisen parameter with respect to length, `-d ln ω / d ln r`. -/
def lengthGruneisen (ω : ℝ → ℝ) (r : ℝ) : ℝ :=
  -r * deriv (fun s => Real.log (ω s)) r

/-- Energy of a harmonic spring with force constant `k` and rest length `r₀`. -/
def springEnergy (k r₀ s : ℝ) : ℝ := k / 2 * (s - r₀) ^ 2

/-- A bond energy that is C² at positive lengths has a force and a force constant there, and
the force constant is continuous. -/
theorem bond_regular {φ : ℝ → ℝ} (hφ : ContDiffOn ℝ 2 φ (Ioi 0)) {s : ℝ} (hs : 0 < s) :
    DifferentiableAt ℝ φ s ∧ DifferentiableAt ℝ (deriv φ) s ∧
      ContinuousAt (deriv (deriv φ)) s := by
  have h1 : ContDiffOn ℝ 1 (deriv φ) (Ioi 0) :=
    hφ.deriv_of_isOpen isOpen_Ioi (by norm_num)
  have h2 : ContDiffOn ℝ 0 (deriv (deriv φ)) (Ioi 0) :=
    h1.deriv_of_isOpen isOpen_Ioi (by norm_num)
  have hn : Ioi (0 : ℝ) ∈ 𝓝 s := Ioi_mem_nhds hs
  exact ⟨(hφ.differentiableOn (by norm_num)).differentiableAt hn,
    (h1.differentiableOn (by norm_num)).differentiableAt hn,
    h2.continuousOn.continuousAt hn⟩

/-- The bond length changes with sideways displacement at the rate `y / bondLength r y`. -/
theorem hasDerivAt_bondLength {r : ℝ} (hr : 0 < r) (y : ℝ) :
    HasDerivAt (bondLength r) (y / bondLength r y) y := by
  have h : HasDerivAt (fun y : ℝ => r ^ 2 + y ^ 2) (2 * y) y := by
    simpa using (hasDerivAt_pow 2 y).const_add (r ^ 2)
  have hne : r ^ 2 + y ^ 2 ≠ 0 := by positivity
  exact (h.sqrt hne).congr_deriv (mul_div_mul_left _ _ two_ne_zero)

/-- The transverse stiffness of a bond is its tension divided by its length, `φ'(r) / r`. -/
theorem transverseStiffness_eq {φ : ℝ → ℝ} (hφ : ContDiffOn ℝ 2 φ (Ioi 0))
    {r : ℝ} (hr : 0 < r) : transverseStiffness φ r = deriv φ r / r := by
  have hpos : ∀ y, 0 < bondLength r y := fun y => Real.sqrt_pos.2 (by positivity)
  have h0 : bondLength r 0 = r := by
    unfold bondLength
    rw [zero_pow two_ne_zero, add_zero, Real.sqrt_sq hr.le]
  -- chain rule for any function of the bond length
  have hc : ∀ (f : ℝ → ℝ) (y : ℝ), DifferentiableAt ℝ f (bondLength r y) →
      HasDerivAt (fun y => f (bondLength r y))
        (deriv f (bondLength r y) * (y / bondLength r y)) y :=
    fun f y hf => HasDerivAt.comp y hf.hasDerivAt (hasDerivAt_bondLength hr y)
  have h1 : deriv (fun y => φ (bondLength r y)) =
      fun y => deriv φ (bondLength r y) * (y / bondLength r y) :=
    funext fun y => (hc φ y (bond_regular hφ (hpos y)).1).deriv
  -- second derivative at zero displacement
  have hA := hc (deriv φ) 0 (bond_regular hφ (hpos 0)).2.1
  have hB := (hasDerivAt_id' (0 : ℝ)).fun_div (hasDerivAt_bondLength hr 0) (hpos 0).ne'
  unfold transverseStiffness
  rw [h1, (hA.fun_mul hB).deriv]
  simp only [h0, zero_div, mul_zero, zero_add, sub_zero, one_mul]
  field_simp

/-- For a vibration of fixed mass and positive stiffness `K`, the Grüneisen parameter is
`-(r/2) d ln K / dr`. -/
theorem gruneisen_of_stiffness {K : ℝ → ℝ} {m r : ℝ} (hm : 0 < m)
    (hK : DifferentiableAt ℝ K r) (hpos : 0 < K r) :
    lengthGruneisen (fun s => √(K s / m)) r =
      -(r / 2) * deriv (fun s => Real.log (K s)) r := by
  have hev : ∀ᶠ s in 𝓝 r, 0 < K s := hK.continuousAt.eventually (lt_mem_nhds hpos)
  have e : (fun s => Real.log √(K s / m)) =ᶠ[𝓝 r]
      fun s => (Real.log (K s) - Real.log m) / 2 := by
    filter_upwards [hev] with s hs
    rw [Real.log_sqrt (div_pos hs hm).le, Real.log_div hs.ne' hm.ne']
  have h := hK.hasDerivAt.log hpos.ne'
  have h2 : HasDerivAt (fun s => (Real.log (K s) - Real.log m) / 2)
      (deriv K r / K r / 2) r := (h.sub_const (Real.log m)).div_const 2
  change -r * deriv (fun s => Real.log √(K s / m)) r = _
  rw [e.deriv_eq, h2.deriv, h.deriv]
  ring

/-- Transverse Grüneisen parameter of a bond under tension:
`γ = -(r/2) d ln(φ'/r) / dr = (1 - r φ''/φ') / 2`. -/
theorem transverse_gruneisen {φ : ℝ → ℝ} (hφ : ContDiffOn ℝ 2 φ (Ioi 0)) {m r : ℝ}
    (hm : 0 < m) (hr : 0 < r) (hT : 0 < deriv φ r) :
    lengthGruneisen (transverseFrequency m φ) r =
        -(r / 2) * deriv (fun s => Real.log (deriv φ s / s)) r ∧
      lengthGruneisen (transverseFrequency m φ) r =
        (1 - r * deriv (deriv φ) r / deriv φ r) / 2 := by
  have hS : transverseStiffness φ =ᶠ[𝓝 r] fun s => deriv φ s / s := by
    filter_upwards [Ioi_mem_nhds hr] with s hs
    exact transverseStiffness_eq hφ hs
  have hq := (bond_regular hφ hr).2.1.hasDerivAt.fun_div (hasDerivAt_id' r) hr.ne'
  have hK : 0 < transverseStiffness φ r := by
    rw [transverseStiffness_eq hφ hr]
    exact div_pos hT hr
  have hL : deriv (fun s => Real.log (transverseStiffness φ s)) r =
      deriv (fun s => Real.log (deriv φ s / s)) r := by
    apply Filter.EventuallyEq.deriv_eq
    filter_upwards [hS] with s hs
    rw [hs]
  have first : lengthGruneisen (transverseFrequency m φ) r =
      -(r / 2) * deriv (fun s => Real.log (deriv φ s / s)) r := by
    rw [← hL]
    exact gruneisen_of_stiffness hm (hq.differentiableAt.congr_of_eventuallyEq hS) hK
  refine ⟨first, ?_⟩
  -- differentiate the logarithm of tension over length
  have hne : deriv φ r ≠ 0 := hT.ne'
  rw [first, (hq.log (div_pos hT hr).ne').deriv]
  field_simp
  ring

/-- Under tension, the transverse Grüneisen parameter is negative exactly when
`r φ''(r) > φ'(r)`. -/
theorem transverse_gruneisen_neg_iff {φ : ℝ → ℝ} (hφ : ContDiffOn ℝ 2 φ (Ioi 0)) {m r : ℝ}
    (hm : 0 < m) (hr : 0 < r) (hT : 0 < deriv φ r) :
    lengthGruneisen (transverseFrequency m φ) r < 0 ↔
      deriv φ r < r * deriv (deriv φ) r := by
  rw [(transverse_gruneisen hφ hm hr hT).2, ← one_lt_div hT]
  constructor <;> intro h <;> linarith

/-- A harmonic spring of rest length `r₀`, stretched to length `r`, has transverse Grüneisen
parameter `-r₀ / (2 (r - r₀))`. -/
theorem spring_gruneisen {k m r₀ r : ℝ} (hk : 0 < k) (hm : 0 < m) (hr : 0 < r)
    (hstretch : r₀ < r) :
    lengthGruneisen (transverseFrequency m (springEnergy k r₀)) r =
      -r₀ / (2 * (r - r₀)) := by
  have hf : springEnergy k r₀ = fun s => k / 2 * ((s - r₀) * (s - r₀)) := by
    funext s
    unfold springEnergy
    ring
  have hC : ContDiff ℝ 2 (springEnergy k r₀) := by
    rw [hf]
    fun_prop
  have hd (s : ℝ) : HasDerivAt (fun s : ℝ => s - r₀) 1 s := (hasDerivAt_id' s).sub_const r₀
  have h1 : deriv (springEnergy k r₀) = fun s => k * (s - r₀) := by
    funext s
    rw [hf]
    exact ((((hd s).fun_mul (hd s)).const_mul (k / 2)).congr_deriv (by ring)).deriv
  have h2 : deriv (fun s => k * (s - r₀)) r = k :=
    (((hd r).const_mul k).congr_deriv (mul_one k)).deriv
  have hpos : 0 < r - r₀ := sub_pos.2 hstretch
  have hT : 0 < deriv (springEnergy k r₀) r := by
    rw [h1]
    exact mul_pos hk hpos
  have hne : r - r₀ ≠ 0 := hpos.ne'
  rw [(transverse_gruneisen hC.contDiffOn hm hr hT).2, h1, h2]
  field_simp
  ring

/-- If the tension vanishes at length `r₀` and the force constant there is positive, the
transverse Grüneisen parameter tends to `-∞` as the length decreases to `r₀`. -/
theorem gruneisen_tendsto_atBot {φ : ℝ → ℝ} (hφ : ContDiffOn ℝ 2 φ (Ioi 0)) {m r₀ : ℝ}
    (hm : 0 < m) (hr₀ : 0 < r₀) (heq : deriv φ r₀ = 0) (hstiff : 0 < deriv (deriv φ) r₀) :
    Tendsto (lengthGruneisen (transverseFrequency m φ)) (𝓝[>] r₀) atBot := by
  obtain ⟨-, hd, hc⟩ := bond_regular hφ hr₀
  -- just above `r₀` the bond is under tension
  have hslope : ∀ᶠ s in 𝓝[>] r₀, 0 < slope (deriv φ) r₀ s :=
    ((hasDerivAt_iff_tendsto_slope.1 hd.hasDerivAt).mono_left
      (nhdsWithin_mono r₀ fun s (hs : r₀ < s) => hs.ne')).eventually (lt_mem_nhds hstiff)
  have hT : ∀ᶠ s in 𝓝[>] r₀, 0 < deriv φ s := by
    filter_upwards [hslope, self_mem_nhdsWithin] with s h hs
    have hs' : 0 < s - r₀ := sub_pos.2 hs
    rw [slope_def_field, heq, sub_zero] at h
    have h3 := mul_pos h hs'
    rwa [div_mul_cancel₀ _ hs'.ne'] at h3
  have hzero : Tendsto (deriv φ) (𝓝[>] r₀) (𝓝 0) := by
    have h := hd.continuousAt.tendsto
    rw [heq] at h
    exact h.mono_left nhdsWithin_le_nhds
  have hinv : Tendsto (fun s => (deriv φ s)⁻¹) (𝓝[>] r₀) atTop :=
    tendsto_inv_nhdsGT_zero.comp (tendsto_nhdsWithin_iff.2 ⟨hzero, hT⟩)
  have hnum : Tendsto (fun s => s * deriv (deriv φ) s) (𝓝[>] r₀)
      (𝓝 (r₀ * deriv (deriv φ) r₀)) :=
    (tendsto_id.mul hc.tendsto).mono_left nhdsWithin_le_nhds
  -- the ratio `r φ''/φ'` diverges
  have hX := hnum.pos_mul_atTop (mul_pos hr₀ hstiff) hinv
  rw [tendsto_atBot]
  intro b
  filter_upwards [hX.eventually_ge_atTop (1 - 2 * b), hT, self_mem_nhdsWithin] with s h hTs hs
  rw [(transverse_gruneisen hφ hm (hr₀.trans hs) hTs).2, div_eq_mul_inv (s * _)]
  linarith

end TransverseGruneisen
```

```lean
#print axioms TransverseGruneisen.transverse_gruneisen
-- 'TransverseGruneisen.transverse_gruneisen' depends on axioms: [propext, Classical.choice, Quot.sound]
#print axioms TransverseGruneisen.transverse_gruneisen_neg_iff
-- 'TransverseGruneisen.transverse_gruneisen_neg_iff' depends on axioms: [propext, Classical.choice, Quot.sound]
#print axioms TransverseGruneisen.spring_gruneisen
-- 'TransverseGruneisen.spring_gruneisen' depends on axioms: [propext, Classical.choice, Quot.sound]
#print axioms TransverseGruneisen.gruneisen_tendsto_atBot
-- 'TransverseGruneisen.gruneisen_tendsto_atBot' depends on axioms: [propext, Classical.choice, Quot.sound]
```

## The bond model in Lean

`transverseStiffness φ r` is the second derivative of the displaced bond's energy at zero displacement; its value \(\varphi'(r)/r\) is the theorem `transverseStiffness_eq`. The hypothesis `ContDiffOn ℝ 2 φ (Ioi 0)` asks for smoothness only at positive lengths, so potentials singular at zero length are allowed.

`transverse_gruneisen` takes positive `m`, `r` and `deriv φ r`, and gives both the logarithmic form and the explicit form of \(\gamma_T\). `transverse_gruneisen_neg_iff` is the sign criterion, `spring_gruneisen` the harmonic case, and `gruneisen_tendsto_atBot` the divergence, with `𝓝[>] r₀` meaning approach from above.

The parameter is taken with respect to length. Under isotropic scaling, \(V\propto r^3\), the volume-based parameter is one third of it.

Tension is essential. Take \(k=m=1\), \(r_0=2\), \(r=1\): the formula gives \(\gamma_T=1\), but the stiffness is \(-1\) and there is no real frequency. Lean's real square root and logarithm then return zero, so `lengthGruneisen` is 0 and the equation fails.

In quasi-harmonic lattice dynamics, modes with negative Grüneisen parameters contribute towards thermal contraction; this result supplies the sign for a single bond with one fixed end, without the couplings of a crystal.

## How the proof follows the calculation

`bond_regular` extracts from the smoothness hypothesis the derivatives of \(\varphi\) and \(\varphi'\) and the continuity of \(\varphi''\). `hasDerivAt_bondLength` proves \(L'=y/L\).

In `transverseStiffness_eq`, `hc` is the chain rule for any function of the bond length. Applied to \(\varphi\), it gives the first derivative at every \(y\) (`h1`). Applied to \(\varphi'\) and combined with the quotient rule for \(y/L\), it gives the second derivative at zero.

`gruneisen_of_stiffness` removes the mass. Continuity keeps \(K\) positive near \(r\), so the logarithm can be split throughout a neighbourhood, as differentiation requires. For the same reason, `transverse_gruneisen` replaces the stiffness by \(\varphi'(s)/s\) for all \(s\) near \(r\) (`hS`) before differentiating the logarithm.

The sign criterion is then a rearrangement, and the spring result follows by inserting its two derivatives. For the divergence, `hslope` uses the positive derivative of \(\varphi'\) at \(r_0\) to obtain a positive difference quotient just above it, and `hT` deduces that the bond is under tension there. `hinv` sends \(1/\varphi'\) to \(+\infty\), `hnum` gives the positive limit of \(r\varphi''\), and their product `hX` drives \(\gamma_T\) below every bound.
